# Exchange and total-spin matrix elements in the singlet-triplet basis of two spins 1/2

The declaration `rung_matrix_elements` concerns two spins 1/2 on one rung, with ħ = 1 and real matrices, and says that the singlet and the three triplets are orthonormal. In this basis the exchange S·S' is diagonal, with entry -3/4 for the singlet and 1/4 for each triplet, and total Sz is diagonal with the magnetic quantum numbers as entries. The total raising operator has the matrix `rungRaise`, whose nonzero entries are √2, and the lowering operator has its transpose. The attempt checks orthonormality entry by entry, then shows for each operator A that A times the basis matrix equals the basis matrix times some M, from which orthonormality gives M as the matrix of A.

This version doesn't compile in Lean 4 with Mathlib:

```lean
import Mathlib

open Matrix
open scoped Kronecker

namespace FrustratedLadderSign

noncomputable section

/-- The two spins 1/2 of a rung in the site basis; 0 is up and 1 is down. -/
abbrev Rung := Fin 2 × Fin 2

/-- The spin-1/2 matrix of Sz. -/
def sz : Matrix (Fin 2) (Fin 2) ℝ := !![1/2, 0; 0, -1/2]

/-- The spin-1/2 raising matrix. -/
def sp : Matrix (Fin 2) (Fin 2) ℝ := !![0, 1; 0, 0]

/-- The spin-1/2 lowering matrix. -/
def sm : Matrix (Fin 2) (Fin 2) ℝ := !![0, 0; 1, 0]

/-- The exchange S·S' of the two spins of a rung, written with ladder operators. -/
def rungDot : Matrix Rung Rung ℝ :=
  sz ⊗ₖ sz + (1/2 : ℝ) • (sp ⊗ₖ sm + sm ⊗ₖ sp)

/-- The sum over the two spins of a rung of a one-spin operator. -/
def tot (A : Matrix (Fin 2) (Fin 2) ℝ) : Matrix Rung Rung ℝ := A ⊗ₖ 1 + 1 ⊗ₖ A

/-- The amplitude 1/√2. -/
def amp : ℝ := 1 / √2

/-- The columns are the rung singlet and the rung triplets with m = 1, 0, -1. -/
def rungBasis : Matrix Rung (Fin 4) ℝ := Matrix.of fun p k =>
  (![![![0, 1, 0, 0], ![amp, 0, amp, 0]],
     ![![-amp, 0, amp, 0], ![0, 0, 0, 1]]] : Fin 2 → Fin 2 → Fin 4 → ℝ) p.1 p.2 k

/-- The magnetic quantum number m of each rung state. -/
def rungM : Fin 4 → ℤ := ![0, 1, 0, -1]

/-- The total raising operator of a rung in the singlet-triplet basis. -/
def rungRaise : Matrix (Fin 4) (Fin 4) ℝ :=
  !![0, 0, 0, 0; 0, 0, 2 * amp, 0; 0, 0, 0, 2 * amp; 0, 0, 0, 0]

/-- The square of the amplitude 1/√2 is 1/2. -/
theorem amp_sq : amp * amp = 1 / 2 := by
  unfold amp
  rw [div_mul_div_comm, Real.mul_self_sqrt (by norm_num)]
  norm_num

set_option maxHeartbeats 400000 in
/-- The sum over a rung of any one-spin operator acts separately on the singlet and
on the triplets, with the displayed matrix. -/
theorem tot_mul_rungBasis (A : Matrix (Fin 2) (Fin 2) ℝ) :
    tot A * rungBasis = rungBasis *
      !![A 0 0 + A 1 1, 0, 0, 0;
         0, 2 * A 0 0, 2 * amp * A 0 1, 0;
         0, 2 * amp * A 1 0, A 0 0 + A 1 1, 2 * amp * A 0 1;
         0, 0, 2 * amp * A 1 0, 2 * A 1 1] := by
  have hb : amp * amp * A 0 1 = 1 / 2 * A 0 1 := by rw [amp_sq]
  have hc : amp * amp * A 1 0 = 1 / 2 * A 1 0 := by rw [amp_sq]
  ext ⟨a, b⟩ k
  fin_cases a <;> fin_cases b <;> fin_cases k <;>
    simp [tot, rungBasis, Matrix.mul_apply, Fintype.sum_prod_type, Fin.sum_univ_two,
      Fin.sum_univ_four, Matrix.one_apply, -mul_eq_mul_left_iff, -mul_eq_mul_right_iff]
  all_goals linarith

set_option maxHeartbeats 400000 in
/-- The singlet and triplets of a rung are orthonormal; the rung exchange is diagonal with
entries -3/4 and 1/4, total Sz is diagonal with entries m, and the total ladder operators are
the raising matrix and its transpose. -/
theorem rung_matrix_elements :
    rungBasisᵀ * rungBasis = 1 ∧
    rungBasisᵀ * rungDot * rungBasis = diagonal ![-3/4, 1/4, 1/4, 1/4] ∧
    rungBasisᵀ * tot sz * rungBasis = diagonal (fun k => (rungM k : ℝ)) ∧
    rungBasisᵀ * tot sp * rungBasis = rungRaise ∧
    rungBasisᵀ * tot sm * rungBasis = rungRaiseᵀ := by
  have hc := amp_sq
  have o : rungBasisᵀ * rungBasis = 1 := by
    ext i j
    fin_cases i <;> fin_cases j <;>
      simp [rungBasis, Matrix.mul_apply, Fintype.sum_prod_type, Fin.sum_univ_two]
    all_goals linarith
  have hd : rungDot * rungBasis = rungBasis * diagonal ![-3/4, 1/4, 1/4, 1/4] := by
    ext ⟨a, b⟩ k
    rw [Matrix.mul_diagonal]
    fin_cases a <;> fin_cases b <;> fin_cases k <;>
      simp [rungBasis, rungDot, sz, sp, sm, Matrix.mul_apply, Fintype.sum_prod_type,
        Fin.sum_univ_two, -mul_eq_mul_left_iff, -mul_eq_mul_right_iff]
    all_goals linarith
  -- an intertwining relation and orthonormality give the matrix elements
  have pull : ∀ (A : Matrix Rung Rung ℝ) (M : Matrix (Fin 4) (Fin 4) ℝ),
      A * rungBasis = rungBasis * M → rungBasisᵀ * A * rungBasis = M := by
    intro A M h
    rw [Matrix.mul_assoc, h, ← Matrix.mul_assoc, o, Matrix.one_mul]
  refine ⟨o, pull _ _ hd, ?_, ?_, ?_⟩ <;> rw [pull _ _ (tot_mul_rungBasis _)] <;>
    ext i j <;> fin_cases i <;> fin_cases j <;> simp [sz, sp, sm, rungM, rungRaise]
  all_goals linarith

end

end FrustratedLadderSign
```

Messages:

```
Main.lean:83:34: error(lean.synthInstanceFailed): failed to synthesize instance of type class
  HMul (Matrix Rung (Fin 4) ℝ) (Matrix (Fin (Nat.succ 0).succ.succ.succ) (Fin (Nat.succ 0).succ.succ.succ) ℤ)
    (Matrix Rung (Fin 4) ℝ)

Hint: Type class instance resolution failures can be inspected with the `set_option trace.Meta.synthInstance true` command.
Main.lean:85:8: error: Tactic `rewrite` failed: Did not find an occurrence of the pattern
  (?M * diagonal ?d) ?i ?j
in the target expression
  (rungDot * rungBasis) (a, b) k = (rungBasis * diagonal ![-3 / 4, 1 / 4, 1 / 4, 1 / 4]) (a, b) k

hc : amp * amp = 1 / 2
o : rungBasisᵀ * rungBasis = 1
a b : Fin 2
k : Fin 4
⊢ (rungDot * rungBasis) (a, b) k = (rungBasis * diagonal ![-3 / 4, 1 / 4, 1 / 4, 1 / 4]) (a, b) k

Note: The target expression is not type-correct under the `implicit` transparency level, which may have triggered the failure. This is usually caused by unfolding of semireducible definitions in prior tactic steps. Use `set_option linter.tacticCheckInstances true` to investigate the source of the issue.
Full error:
  function expected
    (rungDot * rungBasis) (a, b)
Main.lean:95:9: error: Invalid `⟨...⟩` notation: The expected type
  Matrix Rung (Fin 4) ℝ →
    Matrix (Fin (Nat.succ 0).succ.succ.succ) (Fin (Nat.succ 0).succ.succ.succ) ℤ → Matrix Rung (Fin 4) ℝ
is not an inductive type

Note: This notation can only be used when the expected type is an inductive type with a single constructor
Main.lean:97:12: error: linarith failed to find a contradiction
case refine_2
hc : amp * amp = 1 / 2
o : rungBasisᵀ * rungBasis = 1
hd : rungDot * rungBasis = rungBasis * diagonal ![-3 / 4, 1 / 4, 1 / 4, 1 / 4]
⊢ False
failed
```

The fault is in the statement of `hd`. There `![-3/4, 1/4, 1/4, 1/4]` stands inside a factor of a product, and nothing fixed its entries as real: Lean took them as integers. The first message says that there is no multiplication of a real matrix by an integer one. In the theorem's own statement the same diagonal matrix is a whole side of an equation, so the other side makes it real.

The other messages follow from this. `Matrix.mul_diagonal` needs both factors over one entry type, so `rw` finds no match, though the printed goal looks right. The note about transparency does not point to the cause, since the repair leaves `ext` and `rw` as they were.

The missing multiplication was also left behind as a goal of its own, ahead of the theorem. The closing `refine ⟨...⟩` therefore tried to build that multiplication instead of the conjunction, which is why its expected type is a function from two matrices to a matrix. The last `linarith` then met the theorem itself, still unsplit. Since a conjunction is not a goal that `linarith` can prove directly, it looked for a contradiction in the hypotheses, and there is none. The context it prints lacks `pull`, which had been introduced only in the stray goal.

The type ascription `: Fin 4 → ℝ` makes the entries real, so the product is ordinary matrix multiplication. `rw` then finds its pattern, no stray goal is left, and the closing steps act on the theorem. The line break is mere tidying.

Fix (accepted with no message):

```diff
@@ -81,5 +81,6 @@
       simp [rungBasis, Matrix.mul_apply, Fintype.sum_prod_type, Fin.sum_univ_two]
     all_goals linarith
-  have hd : rungDot * rungBasis = rungBasis * diagonal ![-3/4, 1/4, 1/4, 1/4] := by
+  have hd : rungDot * rungBasis =
+      rungBasis * diagonal (![-3/4, 1/4, 1/4, 1/4] : Fin 4 → ℝ) := by
     ext ⟨a, b⟩ k
     rw [Matrix.mul_diagonal]
```
